# The drift-diffusion form of a one-dimensional Hamiltonian away from the nodes of the trial function

The drift velocity ψ'/ψ and the local energy (Hψ)/ψ are quotients, defined only where the trial function ψ is not zero. The theorem is therefore stated at a single point x with ψ(x) ≠ 0, and nothing is asked about the sign of ψ. A twice differentiable ψ is covered at every x if it is positive, and everywhere except at its nodes if it changes sign.

## Walkers guided by a trial function

Take one particle on the line, in units with ħ = m = 1, and a real potential V:

H = −(1/2) d²/dx² + V

Let φ be the wave function that is to be found and ψ a known trial function. Importance-sampled diffusion Monte Carlo propagates the product f = ψφ in place of φ. With a prime for d/dx, define

v = ψ'/ψ, E_L = (Hψ)/ψ

The identity is

f''/2 − (v f)' − E_L f = −ψ (Hφ)

If f is non-negative, walkers can represent it as their weighted density. On the left, the first term is diffusion, the second is drift with velocity v, and the third changes the weight of the walkers. A non-negative φ can also be followed by walkers without a trial function: ψ = 1 gives v = 0 and E_L = V. A non-constant ψ adds the drift and puts E_L in place of V in the weights.

## The statement in Lean

`drift_diffusion_form` is this identity at x. The definitions `hamiltonian`, `drift` and `localEnergy` are H, v and E_L, written with Mathlib's derivative `deriv`, and `driftDiffusion ψ f x` is f''/2 − (v f)'. The product f appears as `fun y => ψ y * φ y`.

The hypotheses `hψ` and `hφ` say that ψ and φ are `TwiceDifferentiable`: the function and its first derivative are differentiable on the whole line. This excludes functions with a cusp, and also the eigenfunctions of a finite square well, whose second derivative jumps at the walls. The hypothesis `hx` is ψ(x) ≠ 0. The potential is an arbitrary real function, and neither ψ nor φ needs to be normalisable.

The theorems concern differential expressions at a point. They do not treat random walks, time-step errors, boundary conditions at nodes or the existence of solutions.

## Derivation by the product rule

Differentiating f = ψφ twice gives

f' = ψ'φ + ψφ'

f'' = ψ''φ + 2ψ'φ' + ψφ''

Since ψ is continuous and ψ(x) ≠ 0, it has no zero in some neighbourhood of x. There v f = (ψ'/ψ)ψφ = ψ'φ, so at x

(v f)' = ψ''φ + ψ'φ'

In the difference the terms with ψ'φ' cancel:

f''/2 − (v f)' = (1/2)ψφ'' − (1/2)ψ''φ

The local energy term is

E_L f = (Hψ)φ = −(1/2)ψ''φ + Vψφ

Subtracting it removes ψ'':

f''/2 − (v f)' − E_L f = (1/2)ψφ'' − Vψφ = −ψ(Hφ)

## Evolution, eigenstates and the stationary density

Let φ now depend on imaginary time, written as a real variable t, while ψ does not, and let E_T be a constant energy offset. In a simulation it is the reference energy that controls the growth of the walker population. Multiplying

∂φ/∂t = −(H − E_T)φ

by ψ(x) and inserting the identity gives

∂f/∂t = f''/2 − (v f)' − (E_L − E_T) f

Dividing by ψ(x) leads back. This equivalence is `imaginary_time_iff`, where `φ t` is the wave function at time t and `HasDerivAt` expresses the time derivative at the fixed point x.

In the same way, multiplying Hφ = Eφ by −ψ(x) gives `eigenvalue_equation_iff`:

f''/2 − (v f)' − E_L f = −E f

This too is an equivalence at one point; an eigenstate needs the equation at all points, together with the boundary conditions.

For φ = ψ the right side of the identity is −ψ(Hψ) = −E_L ψ². The local energy terms cancel, and

(ψ²)''/2 − (v ψ²)' = 0

So ψ² is stationary under drift and diffusion alone, as `trial_density_stationary` states. If ψ² has a finite, non-zero integral, dividing by that integral gives the normalised density, which satisfies the same equation.

## A Gaussian in the harmonic well

For ψ = exp(−a x²/2) and V = x²/2,

ψ' = −a x ψ, ψ'' = (a²x² − a)ψ

and therefore

v = −a x, E_L = a/2 + (1 − a²)x²/2

This is `gaussian_drift_and_localEnergy`. For a > 0 the normalised function carries the extra factor (a/π)^(1/4), which drops out of both ratios.

As a numerical instance, take a = 2, x = 1 and the ground state φ = exp(−x²/2), for which Hφ = φ/2. Then f = exp(−3x²/2), and at x = 1

f''/2 = (9x² − 3)f/2 = 3f

(v f)' = (−2x f)' = (−2 + 6x²)f = 4f

E_L f = (1 − 3/2)f = −f/2

The left side is 3f − 4f + f/2 = −f/2, and the right side is −ψ(φ/2) = −f/2. Normalising ψ and φ multiplies both sides by the same constant.

## What goes wrong at a node

Without ψ(x) ≠ 0 the Lean identity can fail. Take V = 0, ψ(x) = x, φ(x) = 1 + x and the point x = 0. These functions are not normalisable, but only their behaviour near x = 0 matters here. Then f = x + x² and f''/2 = 1. The drift current v f equals 1 + x away from the node, but Lean sets division by zero to zero, so at the node the current is 0. It jumps there, and `deriv` returns 0 for a function that is not differentiable. The local energy term is also 0, so the left side is 1, while the right side is −ψ(0)(Hφ)(0) = 0. If the current is instead continued through the node as 1 + x, its derivative is 1 and the two sides agree.

## The complete Lean file

```lean
import Mathlib

open Filter Topology

namespace ImportanceSampledDiffusion

noncomputable section

/-- A real function on the line that is differentiable and has a differentiable first derivative. -/
structure TwiceDifferentiable (g : ℝ → ℝ) : Prop where
  first : Differentiable ℝ g
  second : Differentiable ℝ (deriv g)

/-- The Hamiltonian `H = -(1/2) d²/dx² + V` of one particle on the line, applied to `g`. -/
def hamiltonian (V g : ℝ → ℝ) (x : ℝ) : ℝ :=
  -(1 / 2) * deriv (deriv g) x + V x * g x

/-- The drift velocity `v = ψ'/ψ` of the trial function, meaningful where `ψ x ≠ 0`. -/
def drift (ψ : ℝ → ℝ) (x : ℝ) : ℝ := deriv ψ x / ψ x

/-- The local energy `E_L = (H ψ)/ψ` of the trial function, meaningful where `ψ x ≠ 0`. -/
def localEnergy (V ψ : ℝ → ℝ) (x : ℝ) : ℝ := hamiltonian V ψ x / ψ x

/-- The drift-diffusion operator `f''/2 - (v f)'` with the drift velocity of `ψ`,
meaningful where `ψ x ≠ 0`. -/
def driftDiffusion (ψ f : ℝ → ℝ) (x : ℝ) : ℝ :=
  deriv (deriv f) x / 2 - deriv (fun y => drift ψ y * f y) x

variable {ψ φ : ℝ → ℝ} {x : ℝ}

/-- The second derivative of the product `ψ φ` of two twice differentiable functions is
`ψ'' φ + 2 ψ' φ' + ψ φ''`. -/
theorem second_deriv_product (hψ : TwiceDifferentiable ψ) (hφ : TwiceDifferentiable φ)
    (x : ℝ) :
    deriv (deriv (fun y => ψ y * φ y)) x =
      deriv (deriv ψ) x * φ x + 2 * (deriv ψ x * deriv φ x) + ψ x * deriv (deriv φ) x := by
  have h1 : deriv (fun y => ψ y * φ y) = fun y => deriv ψ y * φ y + ψ y * deriv φ y :=
    funext fun y => ((hψ.first y).hasDerivAt.fun_mul (hφ.first y).hasDerivAt).deriv
  have h2 := ((hψ.second x).hasDerivAt.fun_mul (hφ.first x).hasDerivAt).fun_add
    ((hψ.first x).hasDerivAt.fun_mul (hφ.second x).hasDerivAt)
  rw [h1, h2.deriv]
  ring

/-- For twice differentiable `ψ` and `φ`, the drift current `v ψ φ` has the derivative
`ψ'' φ + ψ' φ'` at every point where `ψ` does not vanish. -/
theorem deriv_drift_current (hψ : TwiceDifferentiable ψ) (hφ : TwiceDifferentiable φ)
    (hx : ψ x ≠ 0) :
    deriv (fun y => drift ψ y * (ψ y * φ y)) x =
      deriv (deriv ψ) x * φ x + deriv ψ x * deriv φ x := by
  -- by continuity there is no node near `x`, so the current is `ψ' φ` there
  have hne : ∀ᶠ y in 𝓝 x, ψ y ≠ 0 := (hψ.first x).continuousAt.eventually_ne hx
  have heq : (fun y => drift ψ y * (ψ y * φ y)) =ᶠ[𝓝 x] fun y => deriv ψ y * φ y := by
    filter_upwards [hne] with y hy
    simp only [drift]
    field_simp
  rw [heq.deriv_eq]
  exact ((hψ.second x).hasDerivAt.fun_mul (hφ.first x).hasDerivAt).deriv

/-- Drift-diffusion form of the Hamiltonian: for twice differentiable `ψ` and `φ` and `f = ψ φ`,
`f''/2 - (v f)' - E_L f = -ψ (H φ)` at every point where `ψ` does not vanish. -/
theorem drift_diffusion_form (V : ℝ → ℝ) (hψ : TwiceDifferentiable ψ)
    (hφ : TwiceDifferentiable φ) (hx : ψ x ≠ 0) :
    driftDiffusion ψ (fun y => ψ y * φ y) x - localEnergy V ψ x * (ψ x * φ x) =
      -(ψ x * hamiltonian V φ x) := by
  have hE : localEnergy V ψ x * ψ x = hamiltonian V ψ x := div_mul_cancel₀ _ hx
  have hE' : localEnergy V ψ x * (ψ x * φ x) = hamiltonian V ψ x * φ x := by
    rw [← mul_assoc, hE]
  -- the terms with `ψ''` and with `ψ' φ'` cancel
  rw [hE']
  simp only [driftDiffusion]
  rw [second_deriv_product hψ hφ x, deriv_drift_current hψ hφ hx]
  simp only [hamiltonian]
  ring

/-- Where the twice differentiable `ψ` does not vanish, a wave function `φ t`, twice
differentiable in space at time `t`, obeys `∂φ/∂t = -(H - E_T) φ` if and only if `f = ψ φ` obeys
`∂f/∂t = f''/2 - (v f)' - (E_L - E_T) f`. -/
theorem imaginary_time_iff (V : ℝ → ℝ) (ET t : ℝ) (φ : ℝ → ℝ → ℝ)
    (hψ : TwiceDifferentiable ψ) (hφ : TwiceDifferentiable (φ t)) (hx : ψ x ≠ 0) :
    HasDerivAt (fun s => φ s x) (-(hamiltonian V (φ t) x - ET * φ t x)) t ↔
      HasDerivAt (fun s => ψ x * φ s x)
        (driftDiffusion ψ (fun y => ψ y * φ t y) x
          - (localEnergy V ψ x - ET) * (ψ x * φ t x)) t := by
  have m := drift_diffusion_form V hψ hφ hx
  have hK : driftDiffusion ψ (fun y => ψ y * φ t y) x
      - (localEnergy V ψ x - ET) * (ψ x * φ t x) =
      ψ x * (-(hamiltonian V (φ t) x - ET * φ t x)) := by
    linear_combination m
  rw [hK]
  constructor
  · intro h
    exact h.const_mul (ψ x)
  · intro h
    -- divide by the time-independent factor `ψ x`
    have h' := h.const_mul (ψ x)⁻¹
    simp only [inv_mul_cancel_left₀ hx] at h'
    exact h'

/-- Where `ψ` does not vanish, `H φ = E φ` holds if and only if `f = ψ φ` satisfies
`f''/2 - (v f)' - E_L f = -E f`, for twice differentiable `ψ` and `φ`. -/
theorem eigenvalue_equation_iff (V : ℝ → ℝ) (E : ℝ) (hψ : TwiceDifferentiable ψ)
    (hφ : TwiceDifferentiable φ) (hx : ψ x ≠ 0) :
    hamiltonian V φ x = E * φ x ↔
      driftDiffusion ψ (fun y => ψ y * φ y) x - localEnergy V ψ x * (ψ x * φ x) =
        -E * (ψ x * φ x) := by
  rw [drift_diffusion_form V hψ hφ hx]
  constructor
  · intro h
    rw [h]
    ring
  · intro h
    apply mul_left_cancel₀ hx
    linear_combination -h

/-- For twice differentiable `ψ`, the density `ψ²` is annihilated by the drift-diffusion operator
at every point where `ψ` does not vanish. -/
theorem trial_density_stationary (hψ : TwiceDifferentiable ψ) (hx : ψ x ≠ 0) :
    driftDiffusion ψ (fun y => ψ y * ψ y) x = 0 := by
  have m := drift_diffusion_form (fun _ => 0) hψ hψ hx
  have hE : localEnergy (fun _ => 0) ψ x * ψ x = hamiltonian (fun _ => 0) ψ x :=
    div_mul_cancel₀ _ hx
  linear_combination m + ψ x * hE

/-- The Gaussian trial function `exp(-a x²/2)`. -/
def gaussian (a x : ℝ) : ℝ := Real.exp (-a / 2 * x ^ 2)

/-- The Gaussian trial function has the derivative `-a x exp(-a x²/2)`. -/
theorem hasDerivAt_gaussian (a x : ℝ) :
    HasDerivAt (gaussian a) (-a * x * gaussian a x) x := by
  have h0 : HasDerivAt (fun z : ℝ => z ^ 2) (2 * x) x := by
    simpa using hasDerivAt_pow 2 x
  have h1 : HasDerivAt (gaussian a)
      (Real.exp (-a / 2 * x ^ 2) * (-a / 2 * (2 * x))) x :=
    (h0.const_mul (-a / 2)).exp
  refine h1.congr_deriv ?_
  simp only [gaussian]
  ring

/-- In the harmonic potential `x²/2`, the Gaussian trial function `exp(-a x²/2)` has the drift
velocity `-a x` and the local energy `a/2 + (1 - a²) x²/2`. -/
theorem gaussian_drift_and_localEnergy (a x : ℝ) :
    drift (gaussian a) x = -a * x ∧
      localEnergy (fun y => y ^ 2 / 2) (gaussian a) x = a / 2 + (1 - a ^ 2) * x ^ 2 / 2 := by
  have hne : gaussian a x ≠ 0 := (Real.exp_pos _).ne'
  have h1 : deriv (gaussian a) = fun y => -a * y * gaussian a y :=
    funext fun y => (hasDerivAt_gaussian a y).deriv
  have h2 := ((hasDerivAt_id' x).const_mul (-a)).fun_mul (hasDerivAt_gaussian a x)
  constructor
  · rw [drift, div_eq_iff hne, h1]
  · rw [localEnergy, div_eq_iff hne, hamiltonian, h1, h2.deriv]
    ring

end

end ImportanceSampledDiffusion
```

```lean
#print axioms ImportanceSampledDiffusion.drift_diffusion_form
#print axioms ImportanceSampledDiffusion.imaginary_time_iff
#print axioms ImportanceSampledDiffusion.trial_density_stationary
#print axioms ImportanceSampledDiffusion.gaussian_drift_and_localEnergy
```

```
'ImportanceSampledDiffusion.drift_diffusion_form' depends on axioms: [propext, Classical.choice, Quot.sound]
'ImportanceSampledDiffusion.imaginary_time_iff' depends on axioms: [propext, Classical.choice, Quot.sound]
'ImportanceSampledDiffusion.trial_density_stationary' depends on axioms: [propext, Classical.choice, Quot.sound]
'ImportanceSampledDiffusion.gaussian_drift_and_localEnergy' depends on axioms: [propext, Classical.choice, Quot.sound]
```

## How the product rule and the cancellations appear in Lean

`second_deriv_product` first establishes f' = ψ'φ + ψφ' as an equality of functions, by `funext`, because a formula at x alone could not be differentiated again. Applying the product rule to both summands then gives f'', and `ring` collects the terms.

`deriv_drift_current` contains the continuity argument. `eventually_ne` supplies a neighbourhood of x in which ψ has no zero. There `field_simp` cancels ψ, so the current and ψ'φ agree near x, written `=ᶠ[𝓝 x]`. That is enough for `deriv_eq` to identify their derivatives at x.

`drift_diffusion_form` clears the denominator of the local energy: `hE'` is E_L f = (Hψ)φ. After the two derivative formulas have been inserted, `ring` performs the cancellations of the derivation.

In `imaginary_time_iff`, the step `hK` uses the identity to write the right side of the equation for f as ψ(x) times that of the equation for φ. One direction multiplies the time derivative by the constant ψ(x), the other by its inverse. `eigenvalue_equation_iff` likewise rewrites with the identity and cancels ψ(x) by `mul_left_cancel₀`.

`trial_density_stationary` applies the identity with φ = ψ and V = 0. This choice loses nothing, since the drift-diffusion operator does not contain the potential.

For the Gaussian, `hasDerivAt_gaussian` is the chain rule. In the last theorem `div_eq_iff` turns each quotient into a product, which is allowed because the exponential is positive. The drift then follows from the first derivative, and the local energy from one more product rule and `ring`.
